# Direction average of an inverse local-moment matrix: a spin scalar at zero mean direction, for invertible spin channels

Let $W$ and $V$ be complex square matrices on a finite set `n` of orbital indices, with no Hermiticity assumed. A real vector $\mathbf e=(e_0,e_1,e_2)$ gives the moment's direction, its components being $x,y,z$. The finite type `ι` labels the directions to be averaged over.

```lean
import Mathlib

open Matrix
open scoped Kronecker

namespace DisorderedLocalMoments

noncomputable section

variable {n ι : Type*} [Fintype n] [DecidableEq n] [Fintype ι]
```

With the standard Pauli matrices, write

$$S(\mathbf e)=\mathbf e\cdot\boldsymbol\sigma=\begin{pmatrix}e_2&e_0-ie_1\\e_0+ie_1&-e_2\end{pmatrix}.$$

```lean
/-- The spin matrix `e·σ` of a real vector `e`. -/
def spinDot (e : Fin 3 → ℝ) : Matrix (Fin 2) (Fin 2) ℂ :=
  !![(e 2 : ℂ), (e 0 : ℂ) - Complex.I * (e 1 : ℂ);
     (e 0 : ℂ) + Complex.I * (e 1 : ℂ), -(e 2 : ℂ)]
```

For unit $\mathbf e$, spin parallel to the moment is selected by $P_+(\mathbf e)=\tfrac12(1+S(\mathbf e))$,

```lean
/-- The spin matrix `(1 + e·σ)/2`. -/
def spinUp (e : Fin 3 → ℝ) : Matrix (Fin 2) (Fin 2) ℂ := (1 / 2 : ℂ) • (1 + spinDot e)
```

and antiparallel spin by $P_-(\mathbf e)=\tfrac12(1-S(\mathbf e))$.

```lean
/-- The spin matrix `(1 - e·σ)/2`. -/
def spinDown (e : Fin 3 → ℝ) : Matrix (Fin 2) (Fin 2) ℂ := (1 / 2 : ℂ) • (1 - spinDot e)
```

The local-moment matrix is

$$M(\mathbf e)=W\otimes 1-V\otimes S(\mathbf e).$$

It can stand for an inverse scattering matrix or an inverse Green function. $W$ is the spin-independent part and $2V$ the difference between the antiparallel and parallel channels. Both are the same for every direction: the moment is rigid and turns without changing size. In Lean, `⊗ₖ` is the Kronecker product, and a row or column is a pair (orbital, spin).

```lean
/-- The local-moment matrix `W ⊗ 1 - V ⊗ e·σ` on orbital times spin space. -/
def momentMatrix (W V : Matrix n n ℂ) (e : Fin 3 → ℝ) : Matrix (n × Fin 2) (n × Fin 2) ℂ :=
  W ⊗ₖ (1 : Matrix (Fin 2) (Fin 2) ℂ) - V ⊗ₖ spinDot e
```

## Two spin channels, inverted separately

The diagonal entries of $S(\mathbf e)^2$ are both $e_0^2+e_1^2+e_2^2$, and the off-diagonal entries cancel. So $S(\mathbf e)^2=1$ when $\mathbf e\cdot\mathbf e=1$, which is the hypothesis `e ⬝ᵥ e = 1`. The proof checks the four entries, using $i^2=-1$ on the diagonal.

```lean
/-- For a unit vector `e`, the spin matrix `e·σ` squares to one. -/
theorem spinDot_sq {e : Fin 3 → ℝ} (he : e ⬝ᵥ e = 1) : spinDot e * spinDot e = 1 := by
  have h : e 0 ^ 2 + e 1 ^ 2 + e 2 ^ 2 = 1 := by
    rw [← he]
    simp only [dotProduct, Fin.sum_univ_three]
    ring
  have hC : (e 0 : ℂ) ^ 2 + (e 1 : ℂ) ^ 2 + (e 2 : ℂ) ^ 2 = 1 := by exact_mod_cast h
  have h00 : (e 2 : ℂ) * e 2 + (e 0 - Complex.I * e 1) * (e 0 + Complex.I * e 1) = 1 := by
    linear_combination hC - (e 1 : ℂ) ^ 2 * Complex.I_sq
  have h01 : (e 2 : ℂ) * (e 0 - Complex.I * e 1) + (e 0 - Complex.I * e 1) * -(e 2 : ℂ) = 0 := by
    ring
  have h10 : ((e 0 : ℂ) + Complex.I * e 1) * e 2 + -(e 2 : ℂ) * (e 0 + Complex.I * e 1) = 0 := by
    ring
  have h11 : ((e 0 : ℂ) + Complex.I * e 1) * (e 0 - Complex.I * e 1)
      + -(e 2 : ℂ) * -(e 2 : ℂ) = 1 := by
    linear_combination hC - (e 1 : ℂ) ^ 2 * Complex.I_sq
  rw [spinDot, Matrix.mul_fin_two, Matrix.one_fin_two, h00, h01, h10, h11]
```

It follows that

$$P_\pm^2=\tfrac14(1\pm2S+S^2)=P_\pm,\qquad P_+P_-=P_-P_+=\tfrac14(1-S^2)=0.$$

Lean expands all four products, inserts $S^2=1$ and lets `module` collect the coefficients.

```lean
/-- For a unit vector `e`, the matrices `(1 ± e·σ)/2` are idempotent, and their products
with each other vanish. -/
theorem spin_projectors {e : Fin 3 → ℝ} (he : e ⬝ᵥ e = 1) :
    spinUp e * spinUp e = spinUp e ∧ spinDown e * spinDown e = spinDown e ∧
      spinUp e * spinDown e = 0 ∧ spinDown e * spinUp e = 0 := by
  have hS := spinDot_sq he
  refine ⟨?_, ?_, ?_, ?_⟩ <;>
  · simp only [spinUp, spinDown, smul_mul_assoc, mul_smul_comm, add_mul, mul_add, sub_mul,
      mul_sub, one_mul, mul_one, hS]
    module
```

Since $P_++P_-=1$ and $P_+-P_-=S$, for any real $\mathbf e$

$$(W-V)\otimes P_++(W+V)\otimes P_-=W\otimes1-V\otimes S=M(\mathbf e).$$

```lean
omit [Fintype n] [DecidableEq n] in
/-- The local-moment matrix is the Kronecker product of `W - V` with `(1 + e·σ)/2` plus that of `W +
V` with `(1 - e·σ)/2`. -/
theorem momentMatrix_split (W V : Matrix n n ℂ) (e : Fin 3 → ℝ) :
    momentMatrix W V e = (W - V) ⊗ₖ spinUp e + (W + V) ⊗ₖ spinDown e := by
  ext ⟨i, s⟩ ⟨j, t⟩
  simp only [momentMatrix, spinUp, spinDown, Matrix.sub_apply, Matrix.add_apply,
    Matrix.smul_apply, Matrix.kroneckerMap_apply, smul_eq_mul]
  ring
```

Now assume that both channel matrices are invertible (`IsUnit`), so that neither channel has a pole at the energy considered, and put $g_+=(W-V)^{-1}$, $g_-=(W+V)^{-1}$. The cross terms vanish in

$$M(\mathbf e)\,(g_+\otimes P_++g_-\otimes P_-)=1\otimes P_++1\otimes P_-=1.$$

For finite square matrices a right inverse is the inverse. The theorem states both that $M(\mathbf e)$ is invertible and what its inverse is; the displayed product is `key` in the proof.

```lean
/-- For a unit vector `e` and invertible `W - V` and `W + V`, the inverse of `W ⊗ 1 - V ⊗ e·σ` is
`(W - V)⁻¹ ⊗ (1 + e·σ)/2 + (W + V)⁻¹ ⊗ (1 - e·σ)/2`. -/
theorem momentMatrix_inv {W V : Matrix n n ℂ} {e : Fin 3 → ℝ} (he : e ⬝ᵥ e = 1)
    (hp : IsUnit (W - V)) (hm : IsUnit (W + V)) :
    IsUnit (momentMatrix W V e) ∧
      (momentMatrix W V e)⁻¹ = (W - V)⁻¹ ⊗ₖ spinUp e + (W + V)⁻¹ ⊗ₖ spinDown e := by
  have h1 := Matrix.mul_nonsing_inv _ ((Matrix.isUnit_iff_isUnit_det _).1 hp)
  have h2 := Matrix.mul_nonsing_inv _ ((Matrix.isUnit_iff_isUnit_det _).1 hm)
  obtain ⟨huu, hdd, hud, hdu⟩ := spin_projectors he
  have hsum : spinUp e + spinDown e = 1 := by
    simp only [spinUp, spinDown]
    module
  -- the two channels multiply separately
  have key : momentMatrix W V e *
      ((W - V)⁻¹ ⊗ₖ spinUp e + (W + V)⁻¹ ⊗ₖ spinDown e) = 1 := by
    rw [momentMatrix_split]
    simp only [add_mul, mul_add, ← Matrix.mul_kronecker_mul, h1, h2, huu, hdd, hud, hdu,
      Matrix.kronecker_zero, add_zero, zero_add]
    rw [← Matrix.kronecker_add, hsum, Matrix.one_kronecker_one]
  exact ⟨⟨⟨_, _, key, mul_eq_one_comm.1 key⟩, rfl⟩, Matrix.inv_eq_right_inv key⟩
```

Unit length matters here. With one orbital, $W=2$, $V=1$ and $\mathbf e=(0,0,2)$, the channel values $1$ and $3$ are invertible, but $M(\mathbf e)=\mathrm{diag}(0,4)$ is singular.

## Averaging over directions

Two facts about zeros will be needed at the end. If $A\otimes P=0$ and some entry $P_{st}\neq0$, then $A_{ij}P_{st}=0$ gives $A_{ij}=0$ for all $i,j$.

```lean
omit [Fintype n] [DecidableEq n] in
/-- If an orbital matrix tensored with a spin matrix vanishes, one of the two factors vanishes. -/
theorem kronecker_eq_zero {A : Matrix n n ℂ} {P : Matrix (Fin 2) (Fin 2) ℂ}
    (h : A ⊗ₖ P = 0) : A = 0 ∨ P = 0 := by
  by_cases hP : P = 0
  · exact Or.inr hP
  · left
    obtain ⟨s, t, hst⟩ : ∃ s t, P s t ≠ 0 := by
      by_contra hc
      exact hP (by ext s t; by_contra hn; exact hc ⟨s, t, hn⟩)
    ext i j
    have h' := congrFun (congrFun h (i, s)) (j, t)
    simp only [Matrix.kroneckerMap_apply, Matrix.zero_apply] at h'
    exact (mul_eq_zero.1 h').resolve_right hst
```

If $S(\mathbf e)=0$, its entries give $e_2=0$ and $e_0+ie_1=0$; as the components are real, $\mathbf e=0$. The converse is immediate.

```lean
/-- The spin matrix `e·σ` vanishes exactly when the vector `e` does. -/
theorem spinDot_eq_zero_iff (e : Fin 3 → ℝ) : spinDot e = 0 ↔ e = 0 := by
  constructor
  · intro h
    have h2 : e 2 = 0 := by simpa [spinDot] using congrFun (congrFun h 0) 0
    have h10 : (e 0 : ℂ) + Complex.I * (e 1 : ℂ) = 0 := by
      simpa [spinDot] using congrFun (congrFun h 1) 0
    have h0 : e 0 = 0 := by simpa using congrArg Complex.re h10
    have h1 : e 1 = 0 := by simpa using congrArg Complex.im h10
    ext i
    fin_cases i
    · simpa using h0
    · simpa using h1
    · simpa using h2
  · rintro rfl
    ext i j
    fin_cases i <;> fin_cases j <;> simp [spinDot]
```

$S$ is also linear, so $S(\sum_kp_k\mathbf e_k)=\sum_kp_kS(\mathbf e_k)$ for real weights $p_k$, by induction on the number of terms.

```lean
omit [Fintype ι] in
/-- The spin matrix of a weighted sum of vectors is the weighted sum of their spin matrices. -/
theorem spinDot_sum (s : Finset ι) (p : ι → ℝ) (e : ι → Fin 3 → ℝ) :
    spinDot (∑ k ∈ s, p k • e k) = ∑ k ∈ s, (p k : ℂ) • spinDot (e k) := by
  classical
  have hlin : ∀ (c : ℝ) (a b : Fin 3 → ℝ),
      spinDot (c • a + b) = (c : ℂ) • spinDot a + spinDot b := by
    intro c a b
    ext i j
    fin_cases i <;> fin_cases j <;> simp [spinDot] <;> ring
  induction s using Finset.induction_on with
  | empty => simpa using (spinDot_eq_zero_iff 0).2 rfl
  | insert a s ha ih => rw [Finset.sum_insert ha, Finset.sum_insert ha, hlin, ih]
```

Take unit vectors $\mathbf e_k$ with $\sum_kp_k=1$ and mean $\mathbf m=\sum_kp_k\mathbf e_k$. The weights may be negative; a finite probability distribution is the physical case. Each inverse separates as

$$M(\mathbf e_k)^{-1}=\tfrac12(g_++g_-)\otimes1+\tfrac12(g_+-g_-)\otimes S(\mathbf e_k),$$

and `hk` is this identity multiplied by $p_k$. Summing gives

$$\sum_kp_kM(\mathbf e_k)^{-1}=\tfrac12(g_++g_-)\otimes1+\tfrac12(g_+-g_-)\otimes S(\mathbf m).$$

```lean
/-- For unit vectors with weights summing to one, and invertible `W - V` and `W + V`, the averaged
inverse is half the sum of `(W - V)⁻¹` and `(W + V)⁻¹` times the spin identity, plus half their
difference times `m·σ`, where `m` is the mean direction. -/
theorem average_inv {W V : Matrix n n ℂ} {p : ι → ℝ} {e : ι → Fin 3 → ℝ}
    (he : ∀ k, e k ⬝ᵥ e k = 1) (hsum : ∑ k, p k = 1)
    (hp : IsUnit (W - V)) (hm : IsUnit (W + V)) :
    ∑ k, (p k : ℂ) • (momentMatrix W V (e k))⁻¹ =
      ((1 / 2 : ℂ) • ((W - V)⁻¹ + (W + V)⁻¹)) ⊗ₖ (1 : Matrix (Fin 2) (Fin 2) ℂ) +
      ((1 / 2 : ℂ) • ((W - V)⁻¹ - (W + V)⁻¹)) ⊗ₖ spinDot (∑ k, p k • e k) := by
  have hC : ∑ k, (p k : ℂ) = 1 := by exact_mod_cast hsum
  -- separate the scalar and the vector part of each term
  have hk : ∀ k, (p k : ℂ) • (momentMatrix W V (e k))⁻¹ =
      (p k : ℂ) • (((1 / 2 : ℂ) • ((W - V)⁻¹ + (W + V)⁻¹)) ⊗ₖ
        (1 : Matrix (Fin 2) (Fin 2) ℂ)) +
      ((1 / 2 : ℂ) • ((W - V)⁻¹ - (W + V)⁻¹)) ⊗ₖ ((p k : ℂ) • spinDot (e k)) := by
    intro k
    rw [(momentMatrix_inv (he k) hp hm).2]
    ext ⟨i, s⟩ ⟨j, t⟩
    simp only [spinUp, spinDown, Matrix.sub_apply, Matrix.add_apply, Matrix.smul_apply,
      Matrix.kroneckerMap_apply, smul_eq_mul]
    ring
  rw [Finset.sum_congr rfl (fun k _ => hk k), Finset.sum_add_distrib, ← Finset.sum_smul, hC,
    one_smul, spinDot_sum]
  congr 1
  ext ⟨i, s⟩ ⟨j, t⟩
  simp only [Matrix.sum_apply, Matrix.kroneckerMap_apply, Finset.mul_sum]
```

At $\mathbf m=0$ the second term disappears. In the disordered-local-moment picture of a paramagnet, the mean direction of each moment is zero. The theorem treats a simplified case, a single rigid moment in a spin-independent surrounding with finitely many directions, and there it reduces the orientational average to two spin-channel inversions. Sites with independent directions and the self-consistent determination of an effective medium are not treated.

```lean
/-- For unit vectors with weights summing to one and zero mean direction, and invertible `W - V` and
`W + V`, the averaged inverse is half the sum of `(W - V)⁻¹` and `(W + V)⁻¹` times the spin
identity. -/
theorem average_inv_of_zero_mean {W V : Matrix n n ℂ} {p : ι → ℝ} {e : ι → Fin 3 → ℝ}
    (he : ∀ k, e k ⬝ᵥ e k = 1) (hsum : ∑ k, p k = 1) (hmean : ∑ k, p k • e k = 0)
    (hp : IsUnit (W - V)) (hm : IsUnit (W + V)) :
    ∑ k, (p k : ℂ) • (momentMatrix W V (e k))⁻¹ =
      ((1 / 2 : ℂ) • ((W - V)⁻¹ + (W + V)⁻¹)) ⊗ₖ (1 : Matrix (Fin 2) (Fin 2) ℂ) := by
  rw [average_inv he hsum hp hm, hmean, (spinDot_eq_zero_iff 0).2 rfl, Matrix.kronecker_zero,
    add_zero]
```

For one orbital with $W=2$, $V=1$, the channel inverses are $g_+=1$ and $g_-=\tfrac13$. Along $\pm x$,

$$M=\begin{pmatrix}2&\mp1\\\mp1&2\end{pmatrix},\qquad M^{-1}=\tfrac13\begin{pmatrix}2&\pm1\\\pm1&2\end{pmatrix}.$$

With equal weights the average inverse is $\tfrac23\cdot1$, as $\tfrac12(1+\tfrac13)$ requires. Inverting the averaged matrix would give $\tfrac12\cdot1$.

Finally, let $V\neq0$ and suppose that the average equals $\tfrac12(g_++g_-)\otimes1$. Then $(g_+-g_-)\otimes S(\mathbf m)=0$, so one factor vanishes. If $g_+=g_-$, then $W-V=W+V$ and $V=0$, a contradiction. Hence $S(\mathbf m)=0$ and $\mathbf m=0$.

```lean
/-- For unit vectors with weights summing to one, invertible `W - V` and `W + V`, and non-zero `V`,
the averaged inverse equals half the sum of `(W - V)⁻¹` and `(W + V)⁻¹` times the spin identity
exactly when the mean direction vanishes. -/
theorem average_inv_iff_zero_mean {W V : Matrix n n ℂ} {p : ι → ℝ} {e : ι → Fin 3 → ℝ}
    (he : ∀ k, e k ⬝ᵥ e k = 1) (hsum : ∑ k, p k = 1)
    (hp : IsUnit (W - V)) (hm : IsUnit (W + V)) (hV : V ≠ 0) :
    ∑ k, (p k : ℂ) • (momentMatrix W V (e k))⁻¹ =
      ((1 / 2 : ℂ) • ((W - V)⁻¹ + (W + V)⁻¹)) ⊗ₖ (1 : Matrix (Fin 2) (Fin 2) ℂ) ↔
    ∑ k, p k • e k = 0 := by
  refine ⟨fun h => ?_, fun h => average_inv_of_zero_mean he hsum h hp hm⟩
  rw [average_inv he hsum hp hm, add_eq_left] at h
  rcases kronecker_eq_zero h with h | h
  · -- equal channel inverses would force `V = 0`
    exfalso
    have hg : (W - V)⁻¹ = (W + V)⁻¹ :=
      sub_eq_zero.1 ((smul_eq_zero.1 h).resolve_left (by norm_num))
    have h1 := Matrix.mul_nonsing_inv _ ((Matrix.isUnit_iff_isUnit_det _).1 hp)
    have h2 := Matrix.nonsing_inv_mul _ ((Matrix.isUnit_iff_isUnit_det _).1 hm)
    have hWV : W - V = W + V := by
      calc W - V = (W - V) * ((W + V)⁻¹ * (W + V)) := by rw [h2, mul_one]
        _ = W + V := by rw [← hg, ← mul_assoc, h1, one_mul]
    apply hV
    ext i j
    have hij := congrFun (congrFun hWV i) j
    simp only [Matrix.sub_apply, Matrix.add_apply] at hij
    rw [Matrix.zero_apply]
    linear_combination (-1 / 2 : ℂ) * hij
  · exact (spinDot_eq_zero_iff _).1 h

end

end DisorderedLocalMoments
```

```lean
#print axioms DisorderedLocalMoments.average_inv_iff_zero_mean
```

```
'DisorderedLocalMoments.average_inv_iff_zero_mean' depends on axioms: [propext, Classical.choice, Quot.sound]
```
